# Threshold-voltage variance from independent dopant counts in a slab model

To estimate how much random doping makes the threshold voltage scatter between nominally identical MOS transistors, one can insert the uniform doping $N$, depletion depth $W$, gate area $A$ and oxide capacitance per area $C_{ox}$ into

$$\sigma_V=\frac{q}{C_{ox}}\sqrt{\frac{NW}{3A}},$$

where $q$ is the elementary charge. In a one-dimensional model with linear response and independent dopants, this is the limit of a calculation with $M$ slabs of thickness $W/M$. With finitely many slabs, each weighted at its face nearer the oxide, the result is larger by a known factor.

In Lean 4 with Mathlib:

```lean
import Mathlib

open MeasureTheory ProbabilityTheory Filter Topology

namespace RandomDopantFluctuation

noncomputable section
```

## Independent counts with Poisson variance

Let $X_j$ be the number of dopants in slab $j$, with $j=0,\dots,M-1$ counted from the oxide. A slab has volume $AW/M$, so it holds $NAW/M$ dopants on average. If dopants are placed at random without interaction, the count is Poissonian and its variance equals this mean. The structure `IsSlabDoping` postulates the variance and leaves the mean free. Its counts are real-valued functions and need not be integers; the theorems below add that `P` is a probability measure.

```lean
/-- Dopant counts `X j` in `M` equal slabs of a depletion layer with doping `N`, gate area `A` and
depth `W`: square-integrable, pairwise independent, each of variance `N A W / M`. -/
structure IsSlabDoping {Ω : Type*} [MeasurableSpace Ω] (P : Measure Ω) (N A W : ℝ) {M : ℕ}
    (X : Fin M → Ω → ℝ) : Prop where
  memLp : ∀ j, MemLp (X j) 2 P
  indep : ∀ i j, i ≠ j → IndepFun (X i) (X j) P
  variance_eq : ∀ j, Var[X j; P] = N * A * W / M
```

By hand, the field `indep` is used where the variance of a sum is taken. For coefficients $w_j$,

$$\mathrm{Var}\sum_j w_jX_j=\sum_j w_j^2\,\mathrm{Var}X_j+2\sum_{i<j}w_iw_j\,\mathrm{Cov}(X_i,X_j),$$

and pairwise independence removes the last sum. With correlated dopants it stays, and positive correlations between slabs raise the result. The field `memLp` says that the counts are square-integrable; a count with infinite variance would leave nothing finite to add. If `variance_eq` is replaced by $F$ times the Poisson value, every variance below is multiplied by $F$.

## Charge balance with a weight that falls with depth

An extra dopant at depth $x$ is partly compensated by a displacement of the depletion edge. At fixed surface potential, to first order, the fraction $1-x/W$ of its charge remains to be balanced by the gate. The model evaluates this fraction at the upper face of each slab, $x=jW/M$. The weights are postulated here, not derived from Poisson's equation, and lateral variations of the potential are ignored. They describe the response to deviations from the mean counts. Applying them to the full counts, as below, adds a constant to $V$ and leaves its variance unchanged, so the fluctuations of $V$ are meaningful but its mean is not the doping contribution to the threshold voltage.

```lean
/-- Charge balance for the threshold shift `V`: the charge `Cox A V` on the gate capacitor equals
the dopant charge, slab `j` being weighted by `1 - j/M`. -/
def IsThresholdShift {Ω : Type*} (q Cox A : ℝ) {M : ℕ} (X : Fin M → Ω → ℝ) (V : Ω → ℝ) : Prop :=
  ∀ ω, Cox * A * V ω = q * ∑ j : Fin M, (1 - (j : ℝ) / M) * X j ω
```

The condition `IsThresholdShift` fixes the shift $V$ through a balance of charges for every dopant configuration `ω`. Division by $C_{ox}A$ gives

$$V=\sum_{j=0}^{M-1}w_jX_j,\qquad w_j=\frac{q}{C_{ox}A}\left(1-\frac jM\right).$$

This step needs `Cox ≠ 0` and `A ≠ 0`. If either vanished, the balance would no longer determine $V$.

## At least one slab

With $k=M-j$, the squared weights sum to

$$\sum_{j=0}^{M-1}\left(1-\frac jM\right)^2=\frac1{M^2}\sum_{k=1}^{M}k^2=\frac{(M+1)(2M+1)}{6M}=\frac M3+\frac12+\frac1{6M}.$$

The proof of `slab_weight_sum` takes another route. Since $M$ also appears inside the summand, it holds $M$ fixed and proves by induction a closed form for the sum of the first $n$ terms, then sets $n=M$.

```lean
/-- The sum of the squared slab weights `1 - j/M`. -/
theorem slab_weight_sum {M : ℕ} (hM : M ≠ 0) :
    ∑ j : Fin M, (1 - (j : ℝ) / M) ^ 2 = (M : ℝ) / 3 + 1 / 2 + 1 / (6 * (M : ℝ)) := by
  have hM' : (M : ℝ) ≠ 0 := Nat.cast_ne_zero.mpr hM
  -- closed form of the partial sums, at fixed slab number `M`
  have h : ∀ n : ℕ, ∑ j ∈ Finset.range n, (1 - (j : ℝ) / M) ^ 2
      = n - n * (n - 1) / M + (n - 1) * n * (2 * n - 1) / (6 * (M : ℝ) ^ 2) := by
    intro n
    induction n with
    | zero => simp
    | succ n ih =>
      rw [Finset.sum_range_succ, ih]
      push_cast
      field_simp
      ring
  rw [Fin.sum_univ_eq_sum_range (fun j : ℕ => ((1 - (j : ℝ) / M) ^ 2 : ℝ)) M, h M]
  field_simp
  ring
```

Inserting $\mathrm{Var}X_j=NAW/M$ gives

$$\mathrm{Var}V=\left(\frac{q}{C_{ox}A}\right)^2\frac{NAW}{M}\left(\frac M3+\frac12+\frac1{6M}\right)=\left(\frac q{C_{ox}}\right)^2\frac{NW}{A}\left(\frac13+\frac1{2M}+\frac1{6M^2}\right).$$

The last bracket equals $(M+1)(2M+1)/(6M^2)$. For $M=1$ it is 1, as if all dopants sat at the oxide interface. Without any slab the shift is zero and the formula fails, hence `hM`.

```lean
/-- Variance of the threshold shift caused by random dopants in `M` slabs. -/
theorem variance_thresholdShift {Ω : Type*} [MeasurableSpace Ω] {P : Measure Ω}
    [IsProbabilityMeasure P] {q Cox N A W : ℝ} {M : ℕ} {X : Fin M → Ω → ℝ} {V : Ω → ℝ}
    (hC : Cox ≠ 0) (hA : A ≠ 0) (hM : M ≠ 0)
    (hX : IsSlabDoping P N A W X) (hV : IsThresholdShift q Cox A X V) :
    Var[V; P] = (q / Cox) ^ 2 * (N * W / A) * (1 / 3 + 1 / (2 * M) + 1 / (6 * (M : ℝ) ^ 2)) := by
  have hM' : (M : ℝ) ≠ 0 := Nat.cast_ne_zero.mpr hM
  let w : Fin M → ℝ := fun j => q / (Cox * A) * (1 - (j : ℝ) / M)
  -- solve the charge balance for the shift
  have hV' : V = ∑ j : Fin M, w j • X j := by
    funext ω
    have hs : (∑ j : Fin M, w j • X j) ω
        = q / (Cox * A) * ∑ j : Fin M, (1 - (j : ℝ) / M) * X j ω := by
      simp only [w, Finset.sum_apply, Pi.smul_apply, smul_eq_mul, Finset.mul_sum, mul_assoc]
    rw [hs, div_mul_eq_mul_div, eq_div_iff (mul_ne_zero hC hA), ← hV ω]
    ring
  have hind : Set.Pairwise (↑(Finset.univ : Finset (Fin M)))
      fun i j => IndepFun (w i • X i) (w j • X j) P := fun i _ j _ hij =>
    (hX.indep i j hij).comp (measurable_const_mul (w i)) (measurable_const_mul (w j))
  -- independent contributions add in variance
  rw [hV', IndepFun.variance_sum (fun j _ => (hX.memLp j).const_smul (w j)) hind]
  calc ∑ j : Fin M, Var[w j • X j; P]
      = (q / (Cox * A)) ^ 2 * (N * A * W / M) * ∑ j : Fin M, (1 - (j : ℝ) / M) ^ 2 := by
        rw [Finset.mul_sum]
        refine Finset.sum_congr rfl fun j _ => ?_
        rw [variance_smul, hX.variance_eq j]
        simp only [w]
        ring
    _ = _ := by
        rw [slab_weight_sum hM]
        field_simp
```

In the proof, `hV'` solves the charge balance for $V$, and `hind` carries independence over from the counts to their weighted versions. `IndepFun.variance_sum` then adds the variances, with square-integrability as its other input. The closing calculation takes out the squared weights, inserts `variance_eq` and applies `slab_weight_sum`.

## Positive parameters and the excess of a finite model

The terms $1/(2M)$ and $1/(6M^2)$ raise the bracket above $1/3$. This excess arises because each slab is weighted at its upper face, where the weight is largest; weights taken at mid-depth would give $1/3-1/(12M^2)$ instead. If $q\neq0$ and $N$, $A$, $W$ are positive, the prefactor is positive too, and with the upper-face weights the variance lies strictly above the continuum value for every finite $M\ge1$. With ten slabs the variance is 15.5 % too large. With $q=0$ or $N=0$ both sides vanish and the inequality is no longer strict.

```lean
/-- For nonzero `q` and `Cox`, positive `N`, `A`, `W` and at least one slab, the variance of the
threshold shift is strictly larger than `(q/Cox)² N W / (3 A)`. -/
theorem continuum_lt_variance {Ω : Type*} [MeasurableSpace Ω] {P : Measure Ω}
    [IsProbabilityMeasure P] {q Cox N A W : ℝ} {M : ℕ} {X : Fin M → Ω → ℝ} {V : Ω → ℝ}
    (hq : q ≠ 0) (hC : Cox ≠ 0) (hN : 0 < N) (hA : 0 < A) (hW : 0 < W) (hM : M ≠ 0)
    (hX : IsSlabDoping P N A W X) (hV : IsThresholdShift q Cox A X V) :
    (q / Cox) ^ 2 * (N * W / (3 * A)) < Var[V; P] := by
  have hM' : 0 < (M : ℝ) := Nat.cast_pos.mpr (Nat.pos_of_ne_zero hM)
  have hK : 0 < (q / Cox) ^ 2 * (N * W / A) := by positivity
  have h1 : 0 < 1 / (2 * (M : ℝ)) := by positivity
  have h2 : 0 < 1 / (6 * (M : ℝ) ^ 2) := by positivity
  have e : (q / Cox) ^ 2 * (N * W / (3 * A)) = (q / Cox) ^ 2 * (N * W / A) * (1 / 3) := by ring
  rw [variance_thresholdShift hC hA.ne' hM hX hV, e]
  exact mul_lt_mul_of_pos_left (by linarith) hK
```

The proof writes both sides with a common prefactor, which is positive by `hK`, and compares the brackets.

## Ever thinner slabs

For $M\to\infty$ the bracket tends to $1/3$, so

$$\mathrm{Var}V\to\left(\frac q{C_{ox}}\right)^2\frac{NW}{3A}.$$

The theorem assumes one slab model for each `M`, all with the same physical parameters. Each has its own probability space `Ω M`, so no relation between counts at different resolutions is needed. If the parameters changed with $M$, the limit could differ or fail to exist.

```lean
/-- As the slabs become infinitely thin, the variance of the threshold shift tends to
`(q/Cox)² N W / (3 A)`. -/
theorem tendsto_variance {Ω : ℕ → Type*} [∀ M, MeasurableSpace (Ω M)]
    {P : ∀ M, Measure (Ω M)} [∀ M, IsProbabilityMeasure (P M)] {q Cox N A W : ℝ}
    {X : ∀ M, Fin M → Ω M → ℝ} {V : ∀ M, Ω M → ℝ} (hC : Cox ≠ 0) (hA : A ≠ 0)
    (hX : ∀ M, IsSlabDoping (P M) N A W (X M))
    (hV : ∀ M, IsThresholdShift q Cox A (X M) (V M)) :
    Tendsto (fun M => Var[V M; P M]) atTop (𝓝 ((q / Cox) ^ 2 * (N * W / (3 * A)))) := by
  have h0 : Tendsto (fun n : ℕ => 1 / (n : ℝ)) atTop (𝓝 0) := tendsto_one_div_atTop_nhds_zero_nat
  have h1 := (((h0.const_mul (1 / 2 : ℝ)).const_add (1 / 3 : ℝ)).add
    ((h0.pow 2).const_mul (1 / 6 : ℝ))).const_mul ((q / Cox) ^ 2 * (N * W / A))
  have e : (q / Cox) ^ 2 * (N * W / (3 * A))
      = (q / Cox) ^ 2 * (N * W / A) * (1 / 3 + 1 / 2 * 0 + 1 / 6 * 0 ^ 2) := by ring
  rw [e]
  refine h1.congr' ?_
  filter_upwards [eventually_ne_atTop 0] with M hM
  rw [variance_thresholdShift hC hA hM (hX M) (hV M)]
  ring
```

The proof starts from $1/M\to0$ and builds the limit of the bracket times its prefactor. It then identifies this expression with the variance for all $M\neq0$, which is enough for a limit.

## A depletion depth proportional to $1/\sqrt N$

In the depletion approximation, a fixed band bending gives $W=c/\sqrt N$, where $c$ contains the permittivity and the surface potential. Treating $c$ as constant neglects the weak dependence of the threshold band bending on doping. Then $NW=c\sqrt N$, and

$$\sigma_V\to\frac q{C_{ox}}\sqrt{\frac c3}\,\frac{N^{1/4}}{\sqrt A}.$$

At fixed $W$ the deviation would instead grow as $\sqrt N$. Positive $q$ and $C_{ox}$ make $q/C_{ox}$ the correct root of its square; for other signs its absolute value would appear.

```lean
/-- If the depletion depth follows `W = c/√N`, the limiting standard deviation of the threshold
shift is proportional to `N^(1/4) / √A`. -/
theorem tendsto_deviation {Ω : ℕ → Type*} [∀ M, MeasurableSpace (Ω M)]
    {P : ∀ M, Measure (Ω M)} [∀ M, IsProbabilityMeasure (P M)] {q Cox N A c : ℝ}
    {X : ∀ M, Fin M → Ω M → ℝ} {V : ∀ M, Ω M → ℝ}
    (hq : 0 < q) (hC : 0 < Cox) (hN : 0 < N) (hA : 0 < A) (hc : 0 < c)
    (hX : ∀ M, IsSlabDoping (P M) N A (c / √N) (X M))
    (hV : ∀ M, IsThresholdShift q Cox A (X M) (V M)) :
    Tendsto (fun M => √(Var[V M; P M])) atTop
      (𝓝 (q / Cox * √(c / 3) * (N ^ (1 / 4 : ℝ) / √A))) := by
  have h := (Real.continuous_sqrt.tendsto _).comp (tendsto_variance hC.ne' hA.ne' hX hV)
  have hs : √N = (N ^ (1 / 4 : ℝ)) ^ 2 := by
    rw [Real.sqrt_eq_rpow, ← Real.rpow_natCast, ← Real.rpow_mul hN.le]
    norm_num
  -- the areal dopant density in the depletion layer grows like `√N`
  have hd : N * (c / √N) = c * √N := by
    calc N * (c / √N) = c * (N / √N) := by ring
      _ = c * √N := by rw [Real.div_sqrt]
  have e : (q / Cox) ^ 2 * (N * (c / √N) / (3 * A))
      = (q / Cox * √(c / 3) * (N ^ (1 / 4 : ℝ) / √A)) ^ 2 := by
    rw [hd, mul_pow, mul_pow, div_pow (N ^ (1 / 4 : ℝ)) (√A), Real.sq_sqrt (by positivity),
      Real.sq_sqrt hA.le, ← hs]
    ring
  rw [e, Real.sqrt_sq (by positivity)] at h
  exact h
```

The depth law enters by putting `c / √N` in the place of `W`. The proof applies the continuous square root to the previous limit. The steps `hd` and `hs` are $NW=c\sqrt N$ and $\sqrt N=(N^{1/4})^2$, and `e` writes the limiting variance as a perfect square.

## Gaussian counts that meet every assumption

The assumptions on counts and shift are consistent for every `M`. Independent Gaussian variables with mean and variance $NAW/M$ satisfy them, together with the shift they produce. They replace integer counts by a continuous distribution with the same first two moments as the Poisson law. Since Gaussian variables can also be negative, they show that the assumptions are consistent but are not physical dopant counts.

```lean
/-- The joint law of `M` independent Gaussian counts with mean and variance both equal to `m`,
for `m ≥ 0`. -/
def gaussianSlabs (m : ℝ) (M : ℕ) : Measure (Fin M → ℝ) :=
  Measure.pi fun _ => gaussianReal m m.toNNReal
```

The sample space is `Fin M → ℝ`, and the count in slab `j` is the coordinate `ω j`. The proof takes square-integrability and variance from the single Gaussian and transfers them to each coordinate. Independence comes from the product measure, and the charge balance follows by multiplying out.

```lean
/-- Independent Gaussian counts of mean and variance `N A W / M`, with the shift they produce,
satisfy the assumptions of the slab model for every `M`. -/
theorem slabDoping_witness {q Cox N A W : ℝ} (M : ℕ) (hC : Cox ≠ 0) (hN : 0 < N) (hA : 0 < A)
    (hW : 0 < W) :
    IsProbabilityMeasure (gaussianSlabs (N * A * W / M) M) ∧
    IsSlabDoping (gaussianSlabs (N * A * W / M) M) N A W
      (fun (j : Fin M) (ω : Fin M → ℝ) => ω j) ∧
    IsThresholdShift q Cox A (fun (j : Fin M) (ω : Fin M → ℝ) => ω j)
      (fun ω => q / (Cox * A) * ∑ j : Fin M, (1 - (j : ℝ) / M) * ω j) := by
  have hm : 0 ≤ N * A * W / M := by positivity
  unfold gaussianSlabs
  generalize hμ : gaussianReal (N * A * W / M) (N * A * W / M).toNNReal = μ
  have hp : IsProbabilityMeasure μ := by rw [← hμ]; infer_instance
  have hL : MemLp id 2 μ := by rw [← hμ]; exact memLp_id_gaussianReal' 2 (by simp)
  have hvar : Var[id; μ] = N * A * W / M := by
    rw [← hμ, variance_id_gaussianReal, Real.coe_toNNReal _ hm]
  have hev := fun j : Fin M => measurePreserving_eval (fun _ : Fin M => μ) j
  refine ⟨inferInstance, ⟨fun j => hL.comp_measurePreserving (hev j), fun i j hij => ?_,
    fun j => ?_⟩, fun ω => ?_⟩
  · -- coordinates of a product measure are independent
    have hi : iIndepFun (fun (j : Fin M) (ω : Fin M → ℝ) => ω j)
        (Measure.pi fun _ : Fin M => μ) :=
      iIndepFun_pi (X := fun _ (x : ℝ) => x) (fun _ => aemeasurable_id)
    exact hi.indepFun hij
  · have h := variance_map (X := (id : ℝ → ℝ)) (Y := Function.eval j)
      (μ := Measure.pi fun _ : Fin M => μ) aemeasurable_id (hev j).measurable.aemeasurable
    rw [(hev j).map_eq, hvar] at h
    exact h.symm
  · have e : Cox * A * (q / (Cox * A)) = q := mul_div_cancel₀ q (mul_ne_zero hC hA.ne')
    beta_reduce
    rw [← mul_assoc, e]

end

end RandomDopantFluctuation
```

```lean
#print axioms RandomDopantFluctuation.variance_thresholdShift
#print axioms RandomDopantFluctuation.continuum_lt_variance
#print axioms RandomDopantFluctuation.tendsto_deviation
```

```
'RandomDopantFluctuation.variance_thresholdShift' depends on axioms: [propext, Classical.choice, Quot.sound]
'RandomDopantFluctuation.continuum_lt_variance' depends on axioms: [propext, Classical.choice, Quot.sound]
'RandomDopantFluctuation.tendsto_deviation' depends on axioms: [propext, Classical.choice, Quot.sound]
```
